# Scattered intensity of a polarized neutron beam for the amplitude N + M·σ

Adding nuclear and magnetic intensities, |N|² + ‖M‖², can give the wrong answer for a polarized beam. A helical magnet can have a magnetic reflection with ‖M‖² > 0 that disappears completely for one beam polarization. The sum misses two terms: nuclear-magnetic interference and a chiral term, which does not depend on N.

## From the spin trace to the four terms

Let N be the complex nuclear amplitude, M ∈ ℂ³ the magnetic amplitude vector, σ the vector of Pauli matrices and P ∈ ℝ³ the beam polarization. Put

V = N + M·σ,  ρ = (1 + P·σ)/2.

The star denotes complex conjugation, and a·b = Σ a_i b_i carries no conjugation. The scattered intensity, summed over final spins, is I(P) = tr(VρV†), and the claim is

tr(VρV†) = |N|² + ‖M‖² + 2 Re(N*M)·P + i P·(M*×M).

From σ_i σ_j = δ_ij + i Σ_k ε_ijk σ_k follows

(a·σ)(b·σ) = a·b + i(a×b)·σ.

The Pauli matrices are Hermitian, so (M·σ)† = M*·σ and

V†V = |N|² + ‖M‖² + (N*M + NM*)·σ + i(M*×M)·σ.

Cyclicity gives tr(VρV†) = tr(V†Vρ). Since tr σ_i = 0, the product rule yields tr ρ = 1 and tr((w·σ)ρ) = P·w. With N*M + NM* = 2 Re(N*M), the claim follows.

Now write M = R + iJ with R and J real. Then

M*×M = (R − iJ)×(R + iJ) = 2i R×J,

so the chiral term is −2P·(R×J), and for N = 0

I(P) = ‖M‖² − 2P·(R×J).

If this equals I(0) for all |P| ≤ 1, choosing P along each axis forces R×J = 0; the converse is immediate.

A circular helix whose axis and scattering vector both lie along z has magnetic reflections with M = m(1, ±i, 0). For M = m(1, i, 0), ‖M‖² = 2|m|² and R×J = (0, 0, |m|²), hence I = 2|m|²(1 − P_z). Replacing i by −i reverses R×J and gives 2|m|²(1 + P_z). If m ≠ 0, the first intensity vanishes exactly when P_z = 1.

## A reflection with intensity 7

Take N = 2, M = (1, i, 0), P = (1/2, 0, 1/2). The four terms are 4, 2, 2 and −1, which add to 7. Directly, with matrix rows separated by semicolons,

V = [2, 2; 0, 2],  ρ = [3/4, 1/4; 1/4, 1/4],

and VρV† has diagonal entries 6 and 1.

A diffraction code can compute N and M for each reflection and then evaluate the four terms in real arithmetic. Reversing P isolates the polarization-dependent part:

I(P) − I(−P) = 4 Re(N*M)·P − 4P·(R×J).

## Amplitude, beam and intensity as matrices

In Lean 4 with Mathlib:

```lean
import Mathlib

open Matrix

namespace PolarizedNeutronDiffraction

noncomputable section
```

Indices 0, 1, 2 stand for x, y, z.

```lean
/-- The three Pauli matrices, indexed by the Cartesian directions x, y, z. -/
def pauli : Fin 3 → Matrix (Fin 2) (Fin 2) ℂ :=
  ![!![0, 1; 1, 0], !![0, -Complex.I; Complex.I, 0], !![1, 0; 0, -1]]

/-- The spin operator `a · σ` for a complex vector `a`. -/
def pauliDot (a : Fin 3 → ℂ) : Matrix (Fin 2) (Fin 2) ℂ := ∑ i, a i • pauli i

/-- A real vector regarded as a complex one. -/
def complexVec (P : Fin 3 → ℝ) : Fin 3 → ℂ := fun i => (P i : ℂ)
```

The vector `M` is arbitrary: its projection perpendicular to the scattering vector, the form factors and the unit prefactors are taken to be already included. The phase convention of the structure factor must match too, because conjugating M reverses the chiral term.

```lean
/-- The scattering amplitude `V = N + M · σ` with nuclear part `N` and magnetic part `M`. -/
def amplitude (N : ℂ) (M : Fin 3 → ℂ) : Matrix (Fin 2) (Fin 2) ℂ :=
  N • (1 : Matrix (Fin 2) (Fin 2) ℂ) + pauliDot M

/-- The spin density matrix `ρ = (1 + P · σ) / 2` of a beam with polarization `P`. -/
def beam (P : Fin 3 → ℝ) : Matrix (Fin 2) (Fin 2) ℂ :=
  (1 / 2 : ℂ) • (1 + pauliDot (complexVec P))
```

`beam` accepts any real `P`; a physical spin state has |P| ≤ 1.

```lean
/-- The scattered intensity `tr (V ρ V†)`. -/
def intensity (N : ℂ) (M : Fin 3 → ℂ) (P : Fin 3 → ℝ) : ℂ :=
  Matrix.trace (amplitude N M * beam P * (amplitude N M)ᴴ)
```

The trace sums over final spins, so the detector does not analyse polarization. `intensity` is complex by type, which leaves its reality to be proved. The model is a single elastic amplitude, without multiple scattering or absorption; within it, the intensity is the quantum expectation value of V†V in a spin-1/2 state.

## Spin algebra and beam averages

The explicit matrix form reduces the product and adjoint rules to entrywise checks.

```lean
/-- The operator `a · σ` written out as a two by two matrix. -/
theorem pauliDot_eq (a : Fin 3 → ℂ) :
    pauliDot a = !![a 2, a 0 - Complex.I * a 1; a 0 + Complex.I * a 1, -a 2] := by
  ext i j
  fin_cases i <;> fin_cases j <;> simp [pauliDot, pauli, Fin.sum_univ_three] <;> ring

/-- Product rule for spin operators: `(a · σ)(b · σ) = a · b + i (a × b) · σ`. -/
theorem pauliDot_mul (a b : Fin 3 → ℂ) :
    pauliDot a * pauliDot b =
      (a ⬝ᵥ b) • (1 : Matrix (Fin 2) (Fin 2) ℂ) + Complex.I • pauliDot (a ⨯₃ b) := by
  ext i j
  fin_cases i <;> fin_cases j <;>
    simp [pauliDot_eq, Matrix.mul_apply, cross_apply, dotProduct, Fin.sum_univ_three] <;>
    apply Complex.ext <;> simp <;> ring

/-- The adjoint of `a · σ` is `a* · σ`. -/
theorem pauliDot_conjTranspose (a : Fin 3 → ℂ) : (pauliDot a)ᴴ = pauliDot (star a) := by
  ext i j
  fin_cases i <;> fin_cases j <;> simp [pauliDot_eq]
  ring
```

The next lemma supplies both traces against ρ, using tracelessness and the product rule.

```lean
/-- In a beam of polarization `P` the operator `w · σ` has the mean value `P · w`,
and the density matrix has unit trace. -/
theorem beam_mean (P : Fin 3 → ℝ) (w : Fin 3 → ℂ) :
    Matrix.trace (pauliDot w * beam P) = complexVec P ⬝ᵥ w ∧ Matrix.trace (beam P) = 1 := by
  have h0 : ∀ a, Matrix.trace (pauliDot a) = 0 := by
    intro a
    simp [pauliDot_eq, Matrix.trace_fin_two]
  constructor
  · rw [dotProduct_comm]
    simp only [beam, Matrix.mul_smul, mul_add, mul_one, pauliDot_mul, Matrix.trace_smul,
      Matrix.trace_add, h0, Matrix.trace_one, Fintype.card_fin, smul_eq_mul]
    push_cast
    ring
  · simp only [beam, Matrix.trace_smul, Matrix.trace_add, h0, Matrix.trace_one,
      Fintype.card_fin, smul_eq_mul]
    push_cast
    ring
```

## The intensity formula

Here `gram` is the expansion of V†V, and `Matrix.trace_mul_cycle` is the cyclic step. The facts `hn` and `hr` turn z*z into |z|² and N*M_i + NM_i* into twice a real part; `linear_combination` assembles the terms. ‖M‖² appears as the explicit sum of |M_i|².

```lean
/-- Intensity of polarized neutron diffraction:
`tr (V ρ V†) = |N|² + ‖M‖² + 2 Re(N* M) · P + i P · (M* × M)`. -/
theorem blume_maleev_intensity (N : ℂ) (M : Fin 3 → ℂ) (P : Fin 3 → ℝ) :
    intensity N M P =
      ((‖N‖ ^ 2 + ∑ i, ‖M i‖ ^ 2 + 2 * ∑ i, (star N * M i).re * P i : ℝ) : ℂ)
        + Complex.I * (complexVec P ⬝ᵥ (star M ⨯₃ M)) := by
  -- expand V† V with the product rule
  have gram : (amplitude N M)ᴴ * amplitude N M =
      (star N * N + star M ⬝ᵥ M) • (1 : Matrix (Fin 2) (Fin 2) ℂ) + star N • pauliDot M
        + N • pauliDot (star M) + Complex.I • pauliDot (star M ⨯₃ M) := by
    simp only [amplitude, Matrix.conjTranspose_add, Matrix.conjTranspose_smul,
      Matrix.conjTranspose_one, pauliDot_conjTranspose, add_mul, mul_add, Matrix.smul_mul,
      Matrix.mul_smul, one_mul, mul_one, pauliDot_mul]
    module
  have hn : ∀ z : ℂ, star z * z = ((‖z‖ ^ 2 : ℝ) : ℂ) := by
    intro z
    rw [mul_comm]
    exact (Complex.mul_conj z).trans (by rw [Complex.normSq_eq_norm_sq])
  have hr : ∀ i, star N * M i + N * star (M i) = ((2 * (star N * M i).re : ℝ) : ℂ) := by
    intro i
    rw [← Complex.add_conj, starRingEnd_apply, star_mul', star_star]
  -- cyclicity of the trace turns the intensity into a mean value of V† V
  rw [intensity, Matrix.trace_mul_cycle, gram]
  simp only [add_mul, Matrix.smul_mul, one_mul, Matrix.trace_add, Matrix.trace_smul,
    (beam_mean P _).1, (beam_mean P 0).2, smul_eq_mul, mul_one]
  simp only [dotProduct, Fin.sum_univ_three, Pi.star_apply, complexVec]
  push_cast at hn hr ⊢
  linear_combination hn N + hn (M 0) + hn (M 1) + hn (M 2)
    + (P 0 : ℂ) * hr 0 + (P 1 : ℂ) * hr 1 + (P 2 : ℂ) * hr 2
```

The Blume–Maleev equations also describe the polarization of the scattered beam; this theorem concerns its intensity.

## Chirality and extinction

Comparing real and imaginary parts proves that the chiral term is real.

```lean
/-- The chiral term is real: `i P · (M* × M) = -2 P · (Re M × Im M)`. -/
theorem chiral_term_eq (M : Fin 3 → ℂ) (P : Fin 3 → ℝ) :
    Complex.I * (complexVec P ⬝ᵥ (star M ⨯₃ M)) =
      ((-2 * (P ⬝ᵥ ((fun i => (M i).re) ⨯₃ (fun i => (M i).im))) : ℝ) : ℂ) := by
  apply Complex.ext <;>
    simp [complexVec, cross_apply, dotProduct, Fin.sum_univ_three] <;> ring
```

Setting N = 0 removes the nuclear and interference terms.

```lean
/-- A purely magnetic reflection has intensity `‖M‖² - 2 P · (Re M × Im M)`. -/
theorem magnetic_intensity (M : Fin 3 → ℂ) (P : Fin 3 → ℝ) :
    intensity 0 M P =
      ((∑ i, ‖M i‖ ^ 2
        - 2 * (P ⬝ᵥ ((fun i => (M i).re) ⨯₃ (fun i => (M i).im))) : ℝ) : ℂ) := by
  rw [blume_maleev_intensity, chiral_term_eq, ← Complex.ofReal_add, Complex.ofReal_inj]
  simp only [norm_zero, star_zero, zero_mul, Complex.zero_re, Finset.sum_const_zero]
  ring
```

In the forward direction below, `Pi.single i 1` is the beam fully polarized along axis i.

```lean
/-- A purely magnetic reflection has the same intensity for every beam polarization
`|P| ≤ 1` exactly when `Re M × Im M = 0`. -/
theorem polarization_independent_iff (M : Fin 3 → ℂ) :
    (∀ P : Fin 3 → ℝ, ∑ i, P i ^ 2 ≤ 1 → intensity 0 M P = intensity 0 M 0) ↔
      (fun i => (M i).re) ⨯₃ (fun i => (M i).im) = 0 := by
  constructor
  · intro h
    funext i
    -- probe with a beam fully polarized along the axis i
    have h1 := h (Pi.single i 1) (by fin_cases i <;> simp [Fin.sum_univ_three])
    rw [magnetic_intensity, magnetic_intensity, Complex.ofReal_inj, single_dotProduct,
      zero_dotProduct] at h1
    rw [Pi.zero_apply]
    linarith
  · intro h P _
    rw [magnetic_intensity, magnetic_intensity, h, dotProduct_zero, dotProduct_zero]
```

Both helix intensities follow by inserting the components of M.

```lean
/-- For `N = 0`, the amplitudes `M = m (1, i, 0)` and `M = m (1, -i, 0)` give the intensities `2
|m|² (1 - P_z)` and `2 |m|² (1 + P_z)`. -/
theorem helix_intensity (m : ℂ) (P : Fin 3 → ℝ) :
    intensity 0 (m • ![1, Complex.I, 0]) P = ((2 * ‖m‖ ^ 2 * (1 - P 2) : ℝ) : ℂ) ∧
    intensity 0 (m • ![1, -Complex.I, 0]) P = ((2 * ‖m‖ ^ 2 * (1 + P 2) : ℝ) : ℂ) := by
  have hm : ‖m‖ ^ 2 = m.re * m.re + m.im * m.im := by
    rw [← Complex.normSq_eq_norm_sq, Complex.normSq_apply]
  constructor <;>
  · rw [magnetic_intensity, Complex.ofReal_inj]
    simp [cross_apply, dotProduct, Fin.sum_univ_three]
    rw [hm]
    ring
```

The last theorem cancels the nonzero factor 2|m|². It holds for every real `P`; for a physical beam, P_z = 1 means P = (0, 0, 1).

```lean
/-- The reflection with `N = 0` and `M = m (1, i, 0)`, where `m ≠ 0`, is extinguished exactly when
`P_z = 1`. -/
theorem helix_extinction_iff (m : ℂ) (hm : m ≠ 0) (P : Fin 3 → ℝ) :
    intensity 0 (m • ![1, Complex.I, 0]) P = 0 ↔ P 2 = 1 := by
  have h2 : 2 * ‖m‖ ^ 2 ≠ 0 := by
    have := norm_pos_iff.mpr hm
    positivity
  rw [(helix_intensity m P).1, Complex.ofReal_eq_zero, mul_eq_zero, or_iff_right h2,
    sub_eq_zero, eq_comm]

end

end PolarizedNeutronDiffraction
```

```lean
#print axioms PolarizedNeutronDiffraction.polarization_independent_iff
#print axioms PolarizedNeutronDiffraction.helix_extinction_iff
```

```
'PolarizedNeutronDiffraction.polarization_independent_iff' depends on axioms: [propext, Classical.choice, Quot.sound]
'PolarizedNeutronDiffraction.helix_extinction_iff' depends on axioms: [propext, Classical.choice, Quot.sound]
```
